# Slope of the equilibrium current of an edge branch in the chemical potential

## Physical setting

Take a one-dimensional branch of states with wave number $k \in [a,b]$ and linear dispersion $E(k) = ck$, $c > 0$, filled with non-interacting fermions at temperature $T > 0$ and chemical potential $\mu$. With $k_B = 1$ the occupation of a level at energy $x$ above $\mu$ is the Fermi function
$$f_T(x) = \frac{1}{e^{x/T}+1}.$$
Weight each state by its occupation and by the slope $c$ of the dispersion, and substitute $\varepsilon = ck$:
$$I(\mu) = \int_a^b f_T(ck-\mu)\,c\,dk = \int_{ca}^{cb} f_T(\varepsilon-\mu)\,d\varepsilon .$$
The slope has cancelled against the density of states $dk/d\varepsilon = 1/c$, and only the end energies $ca$ and $cb$ remain. Differentiating in $\mu$ gives $-\int_{ca}^{cb} f_T'(\varepsilon-\mu)\,d\varepsilon = f_T(ca-\mu) - f_T(cb-\mu)$. If $ca < \mu < cb$, the first term tends to $1$ and the second to $0$ as $T \to 0^+$, whatever the value of $c$.

For a general dispersion $E(k)$ write $v(k) = E'(k)$ and
$$I(\mu) = \int_a^b f_T(E(k)-\mu)\,v(k)\,dk .$$
For particles of charge $q$, with $dk/2\pi$ states per unit length and group velocity $v/\hbar$, the electric current is $(q/h)\,I$, so $I$ is the current in units where $q/h = 1$. A current circulating around the boundary of a planar sample produces, in SI units, a magnetic moment per unit area equal to that current. In a non-interacting two-dimensional insulator at low temperature with $\mu$ in the bulk gap, a shift of $\mu$ changes only the filling of the edge states. Let $k$ increase in the counterclockwise direction around the boundary, as seen from the side towards which the orbital magnetization $M$ is counted positive. Then $(q/h)\,dI/d\mu$ is read as the contribution of one edge branch to the slope $dM/d\mu$.

## Statement

An edge branch, `EdgeBranch`, consists of numbers $a \le b$, a dispersion $E$ continuous on $[a,b]$ with derivative $v(k)$ at every $k$ in $(a,b)$, and the condition that $v$ is integrable on the interval. The definitions `fermi T x` and `current B T μ` are $f_T(x)$ and $I(\mu)$ for the branch `B`. Two more functions of a level energy $x$ are used. The grand potential of one fermionic level, `grandPot T x`, is
$$\Omega_T(x) = -T\log\left(1+e^{-x/T}\right),$$
and the zero-temperature occupation, `fermiZero x`, written $\theta(x)$, equals $1$, $\tfrac12$, $0$ for $x<0$, $x=0$, $x>0$. It is a decreasing step, the mirror image of the usual Heaviside function.

1. `current_eq`: for $T>0$ and every $\mu$, $I(\mu) = \Omega_T(E(b)-\mu) - \Omega_T(E(a)-\mu)$.
2. `current_congr`: for $T>0$, two branches with the same initial energy and the same final energy have the same function $\mu \mapsto I(\mu)$. Their intervals may differ.
3. `hasDerivAt_current`: for $T>0$ and every $\mu$, $I$ is differentiable at $\mu$ with $dI/d\mu = f_T(E(a)-\mu) - f_T(E(b)-\mu)$, and if $E(a) < E(b)$ this number lies strictly between $0$ and $1$.
4. `tendsto_slope`: for every $\mu$, $dI/d\mu \to \theta(E(a)-\mu) - \theta(E(b)-\mu)$ as $T \to 0^+$. `tendsto_slope_chiral`: the limit is $1$ when $E(a) < \mu < E(b)$.
5. `tendsto_slope_total`: let $B_i$, with $i$ in a finite index type `ι`, be branches with dispersions $E_i$ on $[a_i,b_i]$, and let `totalCurrent B T μ` be the sum $\sum_i I_i(\mu)$ of their currents. If $\mu$ differs from every $E_i(a_i)$ and $E_i(b_i)$, the slope of the total current tends to $N_+ - N_-$ as $T \to 0^+$. Here $N_+$ is the number of $i$ with $E_i(a_i) < \mu < E_i(b_i)$ and $N_-$ the number with $E_i(b_i) < \mu < E_i(a_i)$.
6. `cubicBranch_witness`: the branch $E(k) = k^3 - k$ on $[-2,2]$ is not monotone increasing, and its slope at $\mu = 0$ tends to $1$.

## Derivation

Step 1. Differentiate the grand potential and multiply numerator and denominator by $e^{x/T}$:
$$\Omega_T'(x) = -T\,\frac{(-1/T)\,e^{-x/T}}{1+e^{-x/T}} = \frac{e^{-x/T}}{1+e^{-x/T}} = \frac{1}{e^{x/T}+1} = f_T(x).$$

Step 2. By the chain rule, for $a<k<b$,
$$\frac{d}{dk}\,\Omega_T(E(k)-\mu) = f_T(E(k)-\mu)\,v(k).$$
The integrand of $I$ is a total derivative in $k$. The function $k \mapsto \Omega_T(E(k)-\mu)$ is continuous on $[a,b]$, and its derivative is integrable, being a continuous function times the integrable $v$. The fundamental theorem of calculus gives $I(\mu) = \Omega_T(E(b)-\mu) - \Omega_T(E(a)-\mu)$. Nowhere is $E$ assumed to be invertible.

Step 3. For a fixed energy $\varepsilon$, $\frac{d}{d\mu}\Omega_T(\varepsilon-\mu) = -f_T(\varepsilon-\mu)$. Hence
$$\frac{dI}{d\mu} = -f_T(E(b)-\mu) + f_T(E(a)-\mu).$$
For $T>0$ the denominator $e^{x/T}+1$ is strictly increasing in $x$ and larger than $1$, so $f_T$ is strictly decreasing with $0 < f_T < 1$. If $E(a)<E(b)$, then $0 < f_T(E(b)-\mu) < f_T(E(a)-\mu) < 1$, and the difference lies in $(0,1)$.

Step 4. Let $T \to 0^+$ at fixed $x$. For $x<0$, $x/T \to -\infty$, $e^{x/T} \to 0$ and $f_T(x) \to 1$. For $x=0$, $f_T(0) = \tfrac12$ at every $T>0$. For $x>0$, $e^{x/T} \to \infty$ and $f_T(x) \to 0$. So $f_T(x) \to \theta(x)$, and the slope tends to $\theta(E(a)-\mu) - \theta(E(b)-\mu)$, which is $1 - 0$ for $E(a)<\mu<E(b)$.

Step 5. The derivative of a finite sum is the sum of the derivatives, and the limit passes through the sum. With $\mu$ away from the end energies each $\theta$ is $0$ or $1$. A branch contributes $1-0 = +1$ if it starts below $\mu$ and ends above, $0-1=-1$ in the opposite case, and $1-1$ or $0-0$ if both ends lie on the same side. The total is $N_+ - N_-$.

Step 6. For $E(k) = k^3-k$ the end energies are $E(-2) = -6$ and $E(2) = 6$, so $\mu=0$ lies between them. Since $E(-\tfrac12) = \tfrac38 > -\tfrac38 = E(\tfrac12)$, the dispersion decreases somewhere inside.

This branch exposes an easy mistake. It meets $\mu = 0$ three times, at $k=-1,0,1$, with $v = 2,-1,2$. On each monotone stretch the density of states is $1/|v|$, and cancelling it against $v$ as in the linear case, without keeping the sign, gives one unit per crossing and a slope of $3$. The ratio $v/|v|$ is the sign of $v$, so the crossings contribute $+1-1+1 = 1$, in agreement with Step 4.

The formula of Step 2 also yields a neighbouring result. As $T \to 0^+$, $\Omega_T(x) \to \min(x,0)$, so $I(\mu) \to \mu - E(a)$ for $E(a)<\mu<E(b)$. For two chemical potentials $\mu_1,\mu_2$ in that window, $I(\mu_1) - I(\mu_2) \to \mu_1-\mu_2$, which corresponds to a conductance $q^2/h$ for one channel without scattering. This limit of the current itself is not among the Lean theorems, whose zero-temperature limits concern the occupation and the slope.

## What the formal version assumes

The branch is given as data. No Hamiltonian, bulk band or boundary condition appears, and the existence of a branch crossing the gap is not derived. The magnetization $M$ is not defined, so the link between $dI/d\mu$ and $dM/d\mu$ remains the physical reading given at the start. The integer $N_+ - N_-$ is a count of end energies relative to $\mu$; equating it with a Chern number needs the bulk–edge correspondence, and relating $dM/d\mu$ to the Hall conductivity needs the Středa formula, and neither enters the statements.

The dispersion `E` does not depend on $\mu$ or $T$, which is the non-interacting idealisation: there is no self-consistent change of the edge potential as the filling changes. The field `v` is $dE/dk$ with no factor $1/\hbar$, and each branch is counted once, so spin partners are separate members of the family. Positive $I$ means a net flow of particles in the direction in which a state with $v>0$ moves; for $q<0$ the electric current is opposite.

The regularity conditions `cont`, `hasDeriv` and `integ` are met by every $C^1$ dispersion on $[a,b]$, since a continuous $v$ on a closed interval is integrable, and they ask for no derivative at the ends. The interval is finite, so a branch with unbounded energy has to be cut off. The degenerate case $a=b$ is allowed by `hab` and gives zero current and zero slope, and an empty family gives the limit $0-0$.

"Chiral" here refers only to the end energies, $E(a) < \mu < E(b)$, with no condition on the sign of $v$. The filter `𝓝[>] 0` means $T \to 0$ through positive values. The derivative in $\mu$ is taken first and the limit afterwards, at fixed $\mu$, with no rate and no uniformity. Setting $T=0$ directly would give a false version of the statement, because Lean's $x/0 = 0$ makes `fermi 0 x` equal to $\tfrac12$ for all $x$, and the current then does not depend on $\mu$.

## The Lean file

```lean
import Mathlib

open Filter Topology Set MeasureTheory

namespace ChiralEdgeMagnetization

noncomputable section

/-- The Fermi function `1 / (exp (x / T) + 1)` at temperature `T`, with the energy `x` measured
from the chemical potential. -/
def fermi (T x : ℝ) : ℝ := (Real.exp (x / T) + 1)⁻¹

/-- The zero-temperature occupation: `1` below the chemical potential, `1/2` at it, `0` above. -/
def fermiZero (x : ℝ) : ℝ := if x < 0 then 1 else if x = 0 then 1 / 2 else 0

/-- The grand potential `-T log (1 + exp (-x / T))` of one fermionic level at energy `x` relative
to the chemical potential. -/
def grandPot (T x : ℝ) : ℝ := -T * Real.log (1 + Real.exp (-x / T))

/-- An edge branch: a dispersion `E` continuous on `[a, b]`, differentiable inside the interval,
with integrable group velocity `v = dE/dk`. -/
structure EdgeBranch where
  a : ℝ
  b : ℝ
  E : ℝ → ℝ
  v : ℝ → ℝ
  hab : a ≤ b
  cont : ContinuousOn E (Icc a b)
  hasDeriv : ∀ k ∈ Ioo a b, HasDerivAt E (v k) k
  integ : IntervalIntegrable v volume a b

/-- The equilibrium current `I(μ) = ∫ f(E(k) - μ) E'(k) dk` of one edge branch. -/
def current (B : EdgeBranch) (T μ : ℝ) : ℝ := ∫ k in B.a..B.b, fermi T (B.E k - μ) * B.v k

/-- The total current of a finite family of edge branches. -/
def totalCurrent {ι : Type*} [Fintype ι] (B : ι → EdgeBranch) (T μ : ℝ) : ℝ :=
  ∑ i, current (B i) T μ

/-- The derivative of the grand potential of a level with respect to its energy is the Fermi
function. -/
theorem hasDerivAt_grandPot {T : ℝ} (hT : 0 < T) (x : ℝ) :
    HasDerivAt (grandPot T) (fermi T x) x := by
  have hT' : T ≠ 0 := hT.ne'
  have hp : (1 + Real.exp (-x / T)) ≠ 0 := by positivity
  have hq : (Real.exp (x / T) + 1) ≠ 0 := by positivity
  have h1 : HasDerivAt (fun y : ℝ => -y / T) (-1 / T) x :=
    (hasDerivAt_id' x).fun_neg.div_const T
  have h2 := ((h1.exp.const_add 1).log hp).const_mul (-T)
  refine h2.congr_deriv ?_
  show -T * (Real.exp (-x / T) * (-1 / T) / (1 + Real.exp (-x / T)))
    = (Real.exp (x / T) + 1)⁻¹
  have hzy : Real.exp (-x / T) * Real.exp (x / T) = 1 := by
    rw [← Real.exp_add, neg_div, neg_add_cancel, Real.exp_zero]
  generalize Real.exp (-x / T) = z at *
  generalize Real.exp (x / T) = y at *
  have h3 : -T * (z * (-1 / T) / (1 + z)) = z / (1 + z) := by
    field_simp
  rw [h3, inv_eq_one_div, div_eq_div_iff hp hq]
  linear_combination hzy

/-- The current of a branch is the difference of the single-level grand potential at the two
end energies. -/
theorem current_eq (B : EdgeBranch) {T : ℝ} (hT : 0 < T) (μ : ℝ) :
    current B T μ = grandPot T (B.E B.b - μ) - grandPot T (B.E B.a - μ) := by
  have hG : Continuous (grandPot T) :=
    continuous_iff_continuousAt.2 fun x => (hasDerivAt_grandPot hT x).continuousAt
  have hd : Continuous (fun x : ℝ => Real.exp (x / T) + 1) := by fun_prop
  have hf : Continuous (fermi T) :=
    hd.inv₀ (fun x => (by positivity : (0 : ℝ) < Real.exp (x / T) + 1).ne')
  have hE : ContinuousOn (fun k => B.E k - μ) (Icc B.a B.b) := B.cont.sub continuousOn_const
  -- the integrand is the total derivative d/dk Ω(E(k) - μ)
  refine intervalIntegral.integral_eq_sub_of_hasDerivAt_of_le
    (f := fun k => grandPot T (B.E k - μ)) B.hab (hG.comp_continuousOn hE) ?_ ?_
  · intro k hk
    have h := (hasDerivAt_grandPot hT (B.E k - μ)).comp k ((B.hasDeriv k hk).sub_const μ)
    exact h
  · refine B.integ.continuousOn_mul (g := fun k => fermi T (B.E k - μ)) ?_
    rw [uIcc_of_le B.hab]
    exact hf.comp_continuousOn hE

/-- Two branches with the same initial energy and the same final energy carry the same current
at every chemical potential. -/
theorem current_congr (B C : EdgeBranch) {T : ℝ} (hT : 0 < T)
    (ha : B.E B.a = C.E C.a) (hb : B.E B.b = C.E C.b) : current B T = current C T := by
  funext μ
  rw [current_eq B hT, current_eq C hT, ha, hb]

/-- At positive temperature `dI/dμ = f(E(a) - μ) - f(E(b) - μ)`, and this slope lies strictly
between `0` and `1` when `E(a) < E(b)`. -/
theorem hasDerivAt_current (B : EdgeBranch) {T : ℝ} (hT : 0 < T) (μ : ℝ) :
    HasDerivAt (current B T) (fermi T (B.E B.a - μ) - fermi T (B.E B.b - μ)) μ ∧
      (B.E B.a < B.E B.b → fermi T (B.E B.a - μ) - fermi T (B.E B.b - μ) ∈ Ioo (0 : ℝ) 1) := by
  constructor
  · have key : ∀ c : ℝ, HasDerivAt (fun m => grandPot T (c - m)) (fermi T (c - μ) * (-1)) μ := by
      intro c
      have h := (hasDerivAt_grandPot hT (c - μ)).comp μ ((hasDerivAt_id' μ).const_sub c)
      exact h
    have hI : current B T = fun m => grandPot T (B.E B.b - m) - grandPot T (B.E B.a - m) :=
      funext (current_eq B hT)
    rw [hI]
    exact ((key _).fun_sub (key _)).congr_deriv (by ring)
  · intro h
    have hlt : B.E B.a - μ < B.E B.b - μ := by linarith
    have he := Real.exp_lt_exp.2 (div_lt_div_of_pos_right hlt hT)
    have h0 := Real.exp_pos ((B.E B.a - μ) / T)
    have h1 : fermi T (B.E B.b - μ) < fermi T (B.E B.a - μ) := by
      unfold fermi
      exact inv_strictAnti₀ (by linarith) (by linarith)
    have h2 : fermi T (B.E B.a - μ) < 1 := by
      unfold fermi
      exact inv_lt_one_of_one_lt₀ (by linarith)
    have h3 : 0 < fermi T (B.E B.b - μ) := by
      unfold fermi
      positivity
    exact ⟨by linarith, by linarith⟩

/-- As `T → 0⁺` the Fermi function tends pointwise to the zero-temperature occupation. -/
theorem tendsto_fermi (x : ℝ) : Tendsto (fun T => fermi T x) (𝓝[>] 0) (𝓝 (fermiZero x)) := by
  rcases lt_trichotomy x 0 with hx | hx | hx
  · have h1 : Tendsto (fun T : ℝ => x / T) (𝓝[>] 0) atBot := by
      simp only [div_eq_mul_inv]
      exact tendsto_inv_nhdsGT_zero.const_mul_atTop_of_neg hx
    have h2 := ((Real.tendsto_exp_atBot.comp h1).add_const 1).inv₀ (by norm_num)
    simpa [fermi, fermiZero, hx, Function.comp_def] using h2
  · have h : (fun T => fermi T x) = fun _ => fermiZero x := by
      funext T
      norm_num [fermi, fermiZero, hx]
    rw [h]
    exact tendsto_const_nhds
  · have h1 : Tendsto (fun T : ℝ => x / T) (𝓝[>] 0) atTop := by
      simp only [div_eq_mul_inv]
      exact tendsto_inv_nhdsGT_zero.const_mul_atTop hx
    have h2 := tendsto_inv_atTop_zero.comp
      (tendsto_atTop_add_const_right _ 1 (Real.tendsto_exp_atTop.comp h1))
    simpa [fermi, fermiZero, lt_asymm hx, hx.ne', Function.comp_def] using h2

/-- As `T → 0⁺` the slope `dI/dμ` tends to the difference of the zero-temperature occupations
of the two end states. -/
theorem tendsto_slope (B : EdgeBranch) (μ : ℝ) :
    Tendsto (fun T => deriv (current B T) μ) (𝓝[>] 0)
      (𝓝 (fermiZero (B.E B.a - μ) - fermiZero (B.E B.b - μ))) := by
  refine ((tendsto_fermi _).sub (tendsto_fermi _)).congr' ?_
  filter_upwards [self_mem_nhdsWithin] with T hT
  exact (hasDerivAt_current B hT μ).1.deriv.symm

/-- If the branch starts below and ends above the chemical potential, `dI/dμ → 1` as `T → 0⁺`. -/
theorem tendsto_slope_chiral (B : EdgeBranch) {μ : ℝ} (ha : B.E B.a < μ) (hb : μ < B.E B.b) :
    Tendsto (fun T => deriv (current B T) μ) (𝓝[>] 0) (𝓝 1) := by
  have h := tendsto_slope B μ
  simpa [fermiZero, sub_neg, sub_eq_zero, ha, lt_asymm hb, hb.ne'] using h

/-- If `μ` differs from all end energies, then as `T → 0⁺` the slope of the total current tends to
the number of branches with `E(a) < μ < E(b)` minus the number with `E(b) < μ < E(a)`. -/
theorem tendsto_slope_total {ι : Type*} [Fintype ι] (B : ι → EdgeBranch) {μ : ℝ}
    (hμ : ∀ i, (B i).E (B i).a ≠ μ ∧ (B i).E (B i).b ≠ μ) :
    Tendsto (fun T => deriv (totalCurrent B T) μ) (𝓝[>] 0)
      (𝓝 (((Finset.univ.filter fun i => (B i).E (B i).a < μ ∧ μ < (B i).E (B i).b).card : ℝ) -
        ((Finset.univ.filter fun i => (B i).E (B i).b < μ ∧ μ < (B i).E (B i).a).card : ℝ))) := by
  have hz : ∀ x, x ≠ μ → fermiZero (x - μ) = if x < μ then 1 else 0 := by
    intro x hx
    simp [fermiZero, sub_neg, sub_eq_zero, hx]
  have hs : Tendsto (fun T => ∑ i, deriv (current (B i) T) μ) (𝓝[>] 0)
      (𝓝 (∑ i, (fermiZero ((B i).E (B i).a - μ) - fermiZero ((B i).E (B i).b - μ)))) :=
    tendsto_finsetSum _ fun i _ => tendsto_slope (B i) μ
  have ht : Tendsto (fun T => deriv (totalCurrent B T) μ) (𝓝[>] 0)
      (𝓝 (∑ i, (fermiZero ((B i).E (B i).a - μ) - fermiZero ((B i).E (B i).b - μ)))) := by
    refine hs.congr' ?_
    filter_upwards [self_mem_nhdsWithin] with T hT
    have h := HasDerivAt.fun_sum (u := Finset.univ)
      fun i _ => (hasDerivAt_current (B i) hT μ).1.differentiableAt.hasDerivAt
    exact h.deriv.symm
  -- each branch contributes +1, -1 or 0
  simp only [Finset.card_filter, Nat.cast_sum, Nat.cast_ite, Nat.cast_one, Nat.cast_zero]
  rw [← Finset.sum_sub_distrib]
  refine (Finset.sum_congr rfl fun i _ => ?_ :
    ∑ i, (fermiZero ((B i).E (B i).a - μ) - fermiZero ((B i).E (B i).b - μ)) = _) ▸ ht
  rw [hz _ (hμ i).1, hz _ (hμ i).2]
  rcases lt_or_gt_of_ne (hμ i).1 with h1 | h1 <;> rcases lt_or_gt_of_ne (hμ i).2 with h2 | h2 <;>
    simp [h1, h2, lt_asymm h1, lt_asymm h2]

/-- The branch `E(k) = k³ - k` on `[-2, 2]`. -/
def cubicBranch : EdgeBranch where
  a := -2
  b := 2
  E := fun k => k ^ 3 - k
  v := fun k => 3 * k ^ 2 - 1
  hab := by norm_num
  cont := by fun_prop
  hasDeriv := fun k _ =>
    ((hasDerivAt_pow 3 k).fun_sub (hasDerivAt_id' k)).congr_deriv (by norm_num)
  integ := (by fun_prop : Continuous fun k : ℝ => 3 * k ^ 2 - 1).intervalIntegrable _ _

/-- The cubic branch is not monotone, and its slope `dI/dμ` at `μ = 0` tends to `1` as
`T → 0⁺`. -/
theorem cubicBranch_witness :
    ¬ MonotoneOn cubicBranch.E (Icc cubicBranch.a cubicBranch.b) ∧
      Tendsto (fun T => deriv (current cubicBranch T) 0) (𝓝[>] 0) (𝓝 1) := by
  refine ⟨fun h => ?_, tendsto_slope_chiral _ (by norm_num [cubicBranch])
    (by norm_num [cubicBranch])⟩
  have h1 := h (show (-1 / 2 : ℝ) ∈ Icc cubicBranch.a cubicBranch.b by norm_num [cubicBranch])
    (show (1 / 2 : ℝ) ∈ Icc cubicBranch.a cubicBranch.b by norm_num [cubicBranch])
    (by norm_num)
  norm_num [cubicBranch] at h1

end

end ChiralEdgeMagnetization
```

```lean
#print axioms ChiralEdgeMagnetization.current_congr
#print axioms ChiralEdgeMagnetization.tendsto_slope_chiral
#print axioms ChiralEdgeMagnetization.tendsto_slope_total
```

```
'ChiralEdgeMagnetization.current_congr' depends on axioms: [propext, Classical.choice, Quot.sound]
'ChiralEdgeMagnetization.tendsto_slope_chiral' depends on axioms: [propext, Classical.choice, Quot.sound]
'ChiralEdgeMagnetization.tendsto_slope_total' depends on axioms: [propext, Classical.choice, Quot.sound]
```

## Notes on the proof

`hasDerivAt_grandPot` is Step 1. The derivative `h1` of $y \mapsto -y/T$ is passed through the exponential, the logarithm and the factor $-T$ in `h2`. The two exponentials are then renamed $z = e^{-x/T}$ and $y = e^{x/T}$, linked by `hzy`, which says $zy=1$. After `h3` cancels $T$, the goal $z/(1+z) = 1/(y+1)$ is cross-multiplied to $z(y+1) = 1+z$, which `linear_combination hzy` closes.

`current_eq` is Step 2. It applies `intervalIntegral.integral_eq_sub_of_hasDerivAt_of_le` to $k \mapsto \Omega_T(E(k)-\mu)$. This form of the fundamental theorem needs continuity on the closed interval, supplied by `hG` and `hE`, the derivative on the open interval, supplied by the chain rule `comp`, and integrability of that derivative, supplied by `B.integ.continuousOn_mul` with the continuity `hf` of the Fermi function. `current_congr` rewrites both currents by this formula and substitutes the equal end energies.

`hasDerivAt_current` is Step 3. In `key`, the chain rule gives $m \mapsto \Omega_T(c-m)$ the derivative $f_T(c-\mu)\cdot(-1)$ at $\mu$, where the Lean variable `c` is a fixed energy. `hI` replaces the current, as a function of the chemical potential, by its closed form, so nothing is differentiated under the integral sign. For the bounds, `h1`, `h2` and `h3` are the three inequalities of the chain in Step 3, and `linarith` combines them.

`tendsto_fermi` splits on the sign of $x$ by `lt_trichotomy`, as in Step 4, and in the two nonzero cases starts from $1/T \to +\infty$, which is `tendsto_inv_nhdsGT_zero`. `tendsto_slope` subtracts two such limits. The closed form of the slope was proved for $T>0$, and `filter_upwards [self_mem_nhdsWithin]` restricts to those temperatures, where `deriv (current B T) μ` equals the value found in Step 3. `tendsto_slope_chiral` evaluates the two steps.

In `tendsto_slope_total`, `hs` is the limit of the sum of slopes, and `ht` turns it into the limit of the slope of the sum by `HasDerivAt.fun_sum`. The two cardinalities are written as sums of indicators by `Finset.card_filter`, `hz` removes the value $\tfrac12$ using the hypothesis `hμ`, and the nested `rcases` checks the four positions of the two ends relative to $\mu$, as in Step 5.

`cubicBranch_witness` applies the assumed monotonicity to $-\tfrac12 \le \tfrac12$, which gives the false inequality $\tfrac38 \le -\tfrac38$, and obtains the limit from `tendsto_slope_chiral` with $-6 < 0 < 6$.
